# Levels of the Kane–Mele valley matrix and the closing of its middle gap

When a Kane–Mele phase diagram is mapped at half filling, one practical step is to find the couplings at which the second and third levels at a valley meet. For the non-interacting model at the valley momentum itself, with non-negative intrinsic spin-orbit coupling, this sheet gives that condition in closed form. It concerns a single 4×4 matrix: gaps at other momenta and the $\mathbb{Z}_2$ invariant are not computed, so a closing found here marks a candidate for a topological transition.

```lean
import Mathlib

open Matrix
open scoped Kronecker

namespace KaneMeleValley

noncomputable section
```

## The matrix and its ordered levels

Let $\sigma$ denote Pauli matrices acting on the sublattice (A, B) and $s$ Pauli matrices acting on the spin. The valley matrix is

$$H = L\,\sigma_z s_z + R(\sigma_x s_y - \sigma_y s_x) + V\sigma_z .$$

The real energies $L$, $R$ and $V$ are the intrinsic spin-orbit coupling, the Rashba coupling and the staggered sublattice potential, each as it enters at the valley. They are not all equal to the lattice amplitudes. If the lattice model has second-neighbour terms $i\lambda_{SO}\nu_{ij}s_z$ with $\nu_{ij}=\pm1$, and nearest-neighbour terms $i\lambda_R(\mathbf{s}\times\hat{\mathbf{d}}_{ij})_z$ with unit bond vectors $\hat{\mathbf{d}}_{ij}$, then $|L|=3\sqrt3\,|\lambda_{SO}|$ and $|R|=\tfrac32|\lambda_R|$. On-site energies $\pm\lambda_v$ on the two sublattices give $|V|=|\lambda_v|$.

```lean
/-- The Pauli matrix x. -/
def pauliX : Matrix (Fin 2) (Fin 2) ℂ := !![0, 1; 1, 0]

/-- The Pauli matrix y. -/
def pauliY : Matrix (Fin 2) (Fin 2) ℂ := !![0, -Complex.I; Complex.I, 0]

/-- The Pauli matrix z. -/
def pauliZ : Matrix (Fin 2) (Fin 2) ℂ := !![1, 0; 0, -1]
```

In `valleyH` the products are Kronecker products, with the sublattice as first factor. $R$ multiplies the whole Rashba bracket, which fixes its normalisation.

```lean
/-- The valley matrix with intrinsic spin-orbit coupling `L`, Rashba coupling `R` and staggered
potential `V`; the first tensor factor is the sublattice, the second the spin. -/
def valleyH (L R V : ℝ) : Matrix (Fin 2 × Fin 2) (Fin 2 × Fin 2) ℂ :=
  (L : ℂ) • (pauliZ ⊗ₖ pauliZ) + (R : ℂ) • (pauliX ⊗ₖ pauliY - pauliY ⊗ₖ pauliX)
    + (V : ℂ) • (pauliZ ⊗ₖ (1 : Matrix (Fin 2) (Fin 2) ℂ))
```

The states are numbered A↑, A↓, B↑, B↓.

```lean
/-- The numbering A↑, A↓, B↑, B↓ of the four sublattice-spin states. -/
def siteSpin : Fin 4 ≃ Fin 2 × Fin 2 where
  toFun := ![(0, 0), (0, 1), (1, 0), (1, 1)]
  invFun := fun p => (![![0, 1], ![2, 3]] : Fin 2 → Fin 2 → Fin 4) p.1 p.2
  left_inv := by decide
  right_inv := by decide
```

Write $S=\sqrt{V^2+4R^2}$, which is `rashbaRoot R V`. The list `level` contains $-L-S$, $-L+S$, $L-|V|$ and $L+|V|$. Using $|V|$ leaves the set $\{L+V,L-V\}$ unchanged and makes the order of its two members known.

```lean
/-- The energy `√(V² + 4R²)`, half the splitting of the two states mixed by Rashba coupling. -/
def rashbaRoot (R V : ℝ) : ℝ := Real.sqrt (V ^ 2 + 4 * R ^ 2)

/-- The four valley energies, listed with the sign of `V` removed. -/
def level (L R V : ℝ) : Fin 4 → ℝ :=
  ![-L - rashbaRoot R V, -L + rashbaRoot R V, L - |V|, L + |V|]
```

`ordered` sorts this list upwards. Lean counts from 0, so the second and third levels are `ordered L R V 1` and `ordered L R V 2`.

```lean
/-- The four valley energies in ascending order. -/
def ordered (L R V : ℝ) : Fin 4 → ℝ := level L R V ∘ Tuple.sort (level L R V)
```

## (a) A determinant with one mixed pair

**Task.** Find the determinant of a 4×4 matrix whose first and last states are isolated, with diagonal entries $p$ and $q$, and whose middle states form the block $\begin{pmatrix}a&b\\c&d\end{pmatrix}$.

**Solution.** Expanding along the first row leaves $p$ times a 3×3 determinant. Expanding that along its last row leaves $q$ times the block determinant, so the result is $pq(ad-bc)$. Lean expands along first rows throughout, and `ring` collects the terms.

```lean
/-- The determinant of a matrix in which only the two middle states are mixed. -/
theorem det_middle_block (p a b c d q : ℂ) :
    (!![p, 0, 0, 0; 0, a, b, 0; 0, c, d, 0; 0, 0, 0, q]).det = p * q * (a * d - b * c) := by
  simp [Matrix.det_succ_row_zero, Fin.sum_univ_succ, Fin.succAbove]
  ring
```

## (b) The secular determinant

**Task.** Factorise $\det(E-H)$ for every complex $E$.

**Solution.** The diagonal entries of $H$ are $L+V$, $V-L$, $-L-V$ and $L-V$. The two Rashba terms cancel between A↑ and B↓. Between A↓ and B↑ they add to $2iR$, with $-2iR$ in the transposed position. By (a), the isolated states give $(E-L-V)(E-L+V)$, and the block gives

$$(E+L-V)(E+L+V)-4R^2=(E+L)^2-S^2=(E+L-S)(E+L+S).$$

The roots are therefore $L+V$, $L-V$ and $-L\pm S$.

In the proof, `h` checks the renumbered matrix entry by entry; renumbering rows and columns together preserves the determinant. The final `linear_combination` uses $S^2=V^2+4R^2$ and $i^2=-1$.

```lean
/-- The secular determinant of the valley matrix factorises with the roots
`L + V`, `L - V` and `-L ± √(V² + 4R²)`. -/
theorem valley_secular (L R V : ℝ) (E : ℂ) :
    (E • (1 : Matrix (Fin 2 × Fin 2) (Fin 2 × Fin 2) ℂ) - valleyH L R V).det =
      (E - (L + V)) * (E - (L - V)) *
        ((E - (-L + rashbaRoot R V)) * (E - (-L - rashbaRoot R V))) := by
  -- in the numbered basis only A↓ and B↑ are mixed
  have h : (E • (1 : Matrix (Fin 2 × Fin 2) (Fin 2 × Fin 2) ℂ)
      - valleyH L R V).submatrix siteSpin siteSpin =
      !![E - (L + V), 0, 0, 0; 0, E - (V - L), -(2 * Complex.I * R), 0;
         0, 2 * Complex.I * R, E + L + V, 0; 0, 0, 0, E - (L - V)] := by
    ext i j
    fin_cases i <;> fin_cases j <;>
      simp [valleyH, siteSpin, pauliX, pauliY, pauliZ] <;> ring
  have hS : (rashbaRoot R V : ℂ) ^ 2 = (V : ℂ) ^ 2 + 4 * (R : ℂ) ^ 2 := by
    have h0 : rashbaRoot R V ^ 2 = V ^ 2 + 4 * R ^ 2 := Real.sq_sqrt (by positivity)
    exact_mod_cast h0
  rw [← Matrix.det_submatrix_equiv_self siteSpin, h, det_middle_block]
  linear_combination (E - (L + V)) * (E - (L - V)) * hS
    + 4 * (E - (L + V)) * (E - (L - V)) * (R : ℂ) ^ 2 * Complex.I_sq
```

## (c) The list of levels carries the right multiplicities

**Task.** Show that $\det(E-H)$ is the product of $E-\varepsilon_i$ over the four entries $\varepsilon_i$ of `level`.

**Solution.** If $|V|=V$, the factors are those of (b) in another order. If $|V|=-V$, the factors for $L+V$ and $L-V$ also change places. Lean splits into the same two cases with `abs_choice`.

This identity connects the matrix to the sorted list used below. Another model would take the ordered eigenvalues that Mathlib assigns to a Hermitian matrix. The gap statements would then mention $H$ directly, but their proofs would also need the Hermiticity of $H$ and a matching of those eigenvalues with the roots.

```lean
/-- The listed energies are the roots of the secular determinant, with multiplicity. -/
theorem valley_secular_level (L R V : ℝ) (E : ℂ) :
    (E • (1 : Matrix (Fin 2 × Fin 2) (Fin 2 × Fin 2) ℂ) - valleyH L R V).det =
      ∏ i, (E - (level L R V i : ℂ)) := by
  rw [valley_secular, Fin.prod_univ_four]
  show _ = (E - ((-L - rashbaRoot R V : ℝ) : ℂ)) * (E - ((-L + rashbaRoot R V : ℝ) : ℂ))
    * (E - ((L - |V| : ℝ) : ℂ)) * (E - ((L + |V| : ℝ) : ℂ))
  rcases abs_choice V with h | h <;> rw [h] <;> push_cast <;> ring
```

## (d) Reading the middle gap from a known order

**Task.** Suppose $f_a\le f_b\le f_c\le f_d$, where $a,b,c,d$ are the four indices in some order. Find the difference between the third and second sorted values.

**Solution.** Two ascending arrangements of the same list agree position by position, even when values repeat. The difference is therefore $f_c-f_b$. In Lean the permutation `τ` encodes the order, and `Tuple.unique_monotone` supplies the agreement.

```lean
/-- If a permutation puts four energies in ascending order, it gives the distance between the
second and the third of the sorted energies. -/
theorem sorted_middle (f : Fin 4 → ℝ) (τ : Equiv.Perm (Fin 4)) (a b c d : Fin 4)
    (hτ : τ 0 = a ∧ τ 1 = b ∧ τ 2 = c ∧ τ 3 = d)
    (h0 : f a ≤ f b) (h1 : f b ≤ f c) (h2 : f c ≤ f d) :
    (f ∘ Tuple.sort f) 2 - (f ∘ Tuple.sort f) 1 = f c - f b := by
  obtain ⟨rfl, rfl, rfl, rfl⟩ := hτ
  have hm : Monotone (f ∘ τ) := by
    rw [Fin.monotone_iff_le_succ]
    intro i
    fin_cases i
    exacts [h0, h1, h2]
  rw [Tuple.unique_monotone (Tuple.monotone_sort f) hm]
  rfl
```

## (e) A formula for the middle gap

**Task.** For $L\ge0$, find the gap between the second and third levels.

**Solution.** Since $S\ge|V|$, the level $-L-S$ is always lowest. The position of $-L+S$ leaves three cases:

- If $S+|V|\le2L$, it is second and $L-|V|$ is third. The gap is $2L-|V|-S$.
- If $2L\le S+|V|$ and $S\le2L+|V|$, it is third and $L-|V|$ is second. The gap is $S+|V|-2L$.
- If $S\ge2L+|V|$, it is highest. The gap is $2|V|$, between $L-|V|$ and $L+|V|$.

Together these give

$$\Delta=\max\bigl(2L-|V|-S,\ \min(S+|V|-2L,\ 2|V|)\bigr).$$

The Lean proof makes the same case split, passes each order to `sorted_middle`, and evaluates the maximum and minimum.

```lean
/-- The gap between the second and third valley energies, for non-negative intrinsic spin-orbit
coupling and any Rashba coupling and staggered potential. -/
theorem middle_gap (L R V : ℝ) (hL : 0 ≤ L) :
    ordered L R V 2 - ordered L R V 1 =
      max (2 * L - |V| - rashbaRoot R V)
        (min (rashbaRoot R V + |V| - 2 * L) (2 * |V|)) := by
  have hS : |V| ≤ rashbaRoot R V := Real.abs_le_sqrt (by nlinarith [sq_nonneg R])
  have hV := abs_nonneg V
  have e0 : level L R V 0 = -L - rashbaRoot R V := rfl
  have e1 : level L R V 1 = -L + rashbaRoot R V := rfl
  have e2 : level L R V 2 = L - |V| := rfl
  have e3 : level L R V 3 = L + |V| := rfl
  unfold ordered
  rcases le_total (rashbaRoot R V + |V|) (2 * L) with h | h
  · -- both spin-orbit levels L ± V lie above the Rashba pair
    rw [sorted_middle (level L R V) 1 0 1 2 3 (by decide)
      (by linarith) (by linarith) (by linarith), e1, e2,
      max_eq_left ((min_le_left _ _).trans (by linarith))]
    ring
  · rcases le_total (rashbaRoot R V) (2 * L + |V|) with h' | h'
    · -- the upper Rashba level lies between L - |V| and L + |V|
      rw [sorted_middle (level L R V) (Equiv.swap 1 2) 0 2 1 3 (by decide)
        (by linarith) (by linarith) (by linarith), e1, e2,
        min_eq_left (by linarith), max_eq_right (by linarith)]
      ring
    · -- the upper Rashba level lies on top
      rw [sorted_middle (level L R V) (Equiv.swap 1 2 * Equiv.swap 2 3) 0 2 3 1 (by decide)
        (by linarith) (by linarith) (by linarith), e2, e3,
        min_eq_right (by linarith), max_eq_right (by linarith)]
      ring
```

## (f) The closing condition

**Task.** For $L\ge0$ and $V\ne0$, determine when the two middle levels coincide.

**Solution.** If $|V|+S<2L$, the first entry of the maximum is positive. If $|V|+S>2L$, both entries of the minimum are positive, the second because $V\ne0$. In either case $\Delta>0$. If $|V|+S=2L$, then $\Delta=0$. The levels thus coincide exactly when $|V|+S=2L$. The three cases are those of `lt_trichotomy`.

```lean
/-- With a non-zero staggered potential and non-negative intrinsic coupling, the two middle
valley energies coincide exactly when `|V| + √(V² + 4R²) = 2L`. -/
theorem middle_levels_coincide_iff (L R V : ℝ) (hL : 0 ≤ L) (hV : V ≠ 0) :
    ordered L R V 1 = ordered L R V 2 ↔ |V| + Real.sqrt (V ^ 2 + 4 * R ^ 2) = 2 * L := by
  change _ ↔ |V| + rashbaRoot R V = 2 * L
  have hg := middle_gap L R V hL
  have hp : 0 < |V| := abs_pos.mpr hV
  constructor
  · intro h
    rw [h, sub_self] at hg
    rcases lt_trichotomy (|V| + rashbaRoot R V) (2 * L) with hlt | heq | hgt
    · have := le_max_left (2 * L - |V| - rashbaRoot R V)
        (min (rashbaRoot R V + |V| - 2 * L) (2 * |V|))
      linarith
    · exact heq
    · have h1 := le_max_right (2 * L - |V| - rashbaRoot R V)
        (min (rashbaRoot R V + |V| - 2 * L) (2 * |V|))
      have h2 : 0 < min (rashbaRoot R V + |V| - 2 * L) (2 * |V|) :=
        lt_min (by linarith) (by linarith)
      linarith
  · intro h
    rw [min_eq_left (by linarith), max_eq_left (by linarith)] at hg
    linarith
```

## (g) The critical curve without a square root

**Task.** For $L>0$, solve the equation $|V|+S=2L$ for $R^2$. By (f), it is the closing condition when $V\ne0$.

**Solution.** Squaring $S=2L-|V|$ gives $V^2+4R^2=4L^2-4L|V|+V^2$, hence $R^2=L(L-|V|)$. Conversely, this equation and $R^2\ge0$ force $|V|\le L$. Then $2L-|V|$ is positive, and the square root can be taken with the correct sign. Without Rashba coupling the curve reduces to $|V|=L$.

```lean
/-- For positive `L`, the equation `|V| + √(V² + 4R²) = 2L` holds exactly when `R² = L (L - |V|)`.
-/
theorem critical_curve (L R V : ℝ) (hL : 0 < L) :
    |V| + Real.sqrt (V ^ 2 + 4 * R ^ 2) = 2 * L ↔ R ^ 2 = L * (L - |V|) := by
  have hV := sq_abs V
  constructor
  · intro h
    have hs : Real.sqrt (V ^ 2 + 4 * R ^ 2) ^ 2 = V ^ 2 + 4 * R ^ 2 :=
      Real.sq_sqrt (by positivity)
    rw [show Real.sqrt (V ^ 2 + 4 * R ^ 2) = 2 * L - |V| by linarith] at hs
    linarith
  · intro h
    have hle : |V| ≤ L := by
      by_contra hc
      nlinarith [sq_nonneg R, mul_pos hL (sub_pos.mpr (not_le.mp hc))]
    rw [show V ^ 2 + 4 * R ^ 2 = (2 * L - |V|) ^ 2 by linarith,
      Real.sqrt_sq (by linarith)]
    ring
```

## (h) Zero staggered potential

**Task.** Show that for $V=0$ and $|R|\ge L\ge0$ the middle levels coincide.

**Solution.** Now $S=2|R|\ge2L$, so the minimum in (e) is $0$ and the other entry, $2L-S$, is not positive. Hence $\Delta=0$. The two levels $L\pm V$ have merged and occupy the middle or, at $|R|=L$, meet $-L+S$ as well. For $|R|>L$ the condition in (f) fails although the levels coincide, which shows why (f) assumes $V\ne0$.

```lean
/-- Without staggered potential, the two middle energies coincide whenever the Rashba coupling
is at least as large in magnitude as the non-negative intrinsic coupling. -/
theorem middle_levels_coincide_of_no_potential (L R : ℝ) (hL : 0 ≤ L) (hR : L ≤ |R|) :
    ordered L R 0 1 = ordered L R 0 2 := by
  have hg := middle_gap L R 0 hL
  have hS : 2 * L ≤ rashbaRoot R 0 :=
    (le_abs_self _).trans (Real.abs_le_sqrt (by nlinarith [sq_abs R]))
  rw [abs_zero, min_eq_right (by linarith), max_eq_right (by linarith)] at hg
  linarith

end

end KaneMeleValley
```

```lean
#print axioms KaneMeleValley.valley_secular_level
#print axioms KaneMeleValley.middle_levels_coincide_iff
#print axioms KaneMeleValley.critical_curve
#print axioms KaneMeleValley.middle_levels_coincide_of_no_potential
```

```
'KaneMeleValley.valley_secular_level' depends on axioms: [propext, Classical.choice, Quot.sound]
'KaneMeleValley.middle_levels_coincide_iff' depends on axioms: [propext, Classical.choice, Quot.sound]
'KaneMeleValley.critical_curve' depends on axioms: [propext, Classical.choice, Quot.sound]
'KaneMeleValley.middle_levels_coincide_of_no_potential' depends on axioms: [propext, Classical.choice, Quot.sound]
```
